# Low-density energy of free-fermion steps and the crystal profile of a cubic surface tension

Once a simulation of a vicinal surface has supplied a step cost β and a step repulsion B, the equilibrium crystal profile beside the facet is found by maximising xp − β|p| − B|p|³ over the slope p at each position x, a scaled coordinate measured from the centre of the facet. For β ≥ 0 and B > 0 the maximum is attained, and its value is the depth of the profile below the facet plane, in the same scaled units:

max over p of [xp − β|p| − B|p|³] = (2/3) max(|x| − β, 0)^(3/2) / √(3B).

Here β is the cost of an isolated step, and B measures how strongly neighbouring steps repel each other. The surface tension β|p| + B|p|³ is counted per unit area of the facet plane, not of the tilted surface, and is measured from its value at p = 0. If the steps wander without crossing and have no other interaction, they can be modelled as free fermions with hopping t > 0, which sets how readily a step moves sideways. At r steps per site the band is filled from −πr to πr, and its energy per site is

e(r) = ∫ from −πr to πr of −2t cos k / (2π) dk = −(2t/π) sin(πr).

The repulsion is the cubic coefficient of this energy at low density:

(e(r) + 2tr)/r³ → π²t/3 as r → 0.

## Extracting B and checking a slope search

For free-fermion steps, B can be estimated from computed energies by forming the quotient (e(r) + 2tr)/r³ at some small but finite r. For the exact e(r) and 0 < |πr| ≤ 1, its distance from π²t/3 is at most π⁴|t|r²/50. At r = 0.1 and t > 0 that is a relative error below 0.6 per cent. Much smaller densities lose digits, because two terms of order r cancel to leave one of order r³.

A code that maximises over a grid of slopes can compare its result with the closed form. A grid value can never exceed it, apart from rounding, so an overshoot points to a bug. The shortfall also limits the error in the size of the slope, through the inequality derived below.

For t > 0 and 0 ≤ r ≤ 1, the same e(r) is the ground-state energy per site, at filling r, of an infinite tight-binding chain of non-interacting, spinless fermions with nearest-neighbour hopping amplitude −t and zero on-site energy, so it can also serve as a reference value for a one-dimensional lattice code.

## Integrating the band and completing the cubic

The antiderivative of cos k is sin k, so

e(r) = −(t/π) [sin(πr) − sin(−πr)] = −(2t/π) sin(πr).

For |y| ≤ 1 the alternating series of the sine gives |sin y − y + y³/6| ≤ |y|⁵/120, which is below |y|⁵/100 unless y = 0. Put y = πr and multiply by 2|t|/π. The linear term becomes −2tr, the cubic term becomes (π²t/3)r³, and

|e(r) + 2tr − (π²t/3)r³| ≤ (π⁴|t|/50)|r|⁵.

Dividing by |r|³ leaves a bound proportional to r², which proves the limit.

For the profile, let m = max(|x| − β, 0) and define the step density s ≥ 0 by

3Bs² = m.

For any slope p, xp ≤ |x||p| and (|x| − β)|p| ≤ m|p|. Therefore

xp − β|p| − B|p|³ ≤ 3Bs²|p| − B|p|³.

The right-hand side is compared with 2Bs³ by factoring a cubic:

2Bs³ − 3Bs²|p| + B|p|³ = B(|p| − s)²(|p| + 2s) ≥ 0.

So no slope gives more than 2Bs³, and a slope p falls short of it by at least B(|p| − s)²(|p| + 2s).

The bound is reached by the slope of size s with the sign of x (with the plus sign at x = 0). Its value is (|x| − β)s − Bs³. If |x| ≥ β, this is 3Bs³ − Bs³ = 2Bs³. If |x| < β, then s = 0 and both sides vanish. Inserting s = √(m/(3B)) gives

2Bs³ = 2B · m/(3B) · √m/√(3B) = (2/3) m^(3/2)/√(3B).

Suppose now that β ≥ 0 and that some p attains the maximum. The shortfall is zero, so |p| = s. If s = 0, then p = 0. If s > 0, equality of the values gives

xp = βs + 3Bs³ > 0,

so p has the sign of x, and the maximising slope is unique.

For free fermions B = π²t/3, hence √(3B) = π√t, and the maximum becomes

(2/(3π)) max(|x| − β, 0)^(3/2) / √t.

In the limiting case β = 0 the facet shrinks to the point x = 0, and the depth is (2/3)|x|^(3/2)/√(3B).

## The Lean file

```lean
import Mathlib

open Filter
open scoped Real Topology

namespace FreeFermionSteps

noncomputable section

/-- Energy per site of free-fermion steps with hopping `t` at step density `r`:
the band `-2t cos k` filled from `-πr` to `πr`. -/
def stepEnergy (t r : ℝ) : ℝ :=
  ∫ k in (-(π * r))..(π * r), -2 * t * Real.cos k / (2 * π)

/-- Surface tension at slope `p`, measured from the flat facet: step cost `β` and
step repulsion `B`. -/
def stepTension (β B p : ℝ) : ℝ := β * |p| + B * |p| ^ 3

/-- Step density at position `x` of the crystal profile, for `B > 0`. -/
def stepDensity (β B x : ℝ) : ℝ := Real.sqrt (max (|x| - β) 0 / (3 * B))

/-- Slope at position `x`, for `B > 0`: the step density with the sign of `x`. -/
def equilibriumSlope (β B x : ℝ) : ℝ :=
  if 0 ≤ x then stepDensity β B x else -stepDensity β B x

/-- Depth of the crystal profile below the facet plane at position `x`, for `B > 0`. -/
def facetProfile (β B x : ℝ) : ℝ :=
  2 / 3 * (max (|x| - β) 0) ^ (3 / 2 : ℝ) / Real.sqrt (3 * B)

/-- The energy of the filled band is `-(2t/π) sin(πr)`. -/
theorem stepEnergy_eq (t r : ℝ) :
    stepEnergy t r = -(2 * t / π) * Real.sin (π * r) := by
  have h : ∀ k : ℝ, -2 * t * Real.cos k / (2 * π) = (-t / π) * Real.cos k := by
    intro k
    ring
  unfold stepEnergy
  simp only [h]
  rw [intervalIntegral.integral_const_mul, integral_cos, Real.sin_neg]
  ring

/-- At low density the step energy is `-2tr + (π²t/3) r³` up to an explicit error of
fifth order in the density. -/
theorem stepEnergy_cubic_bound (t r : ℝ) (hr : |π * r| ≤ 1) :
    |stepEnergy t r + 2 * t * r - π ^ 2 * t / 3 * r ^ 3|
      ≤ π ^ 4 * |t| / 50 * |r| ^ 5 := by
  have hpi := Real.pi_pos
  have hb := Real.sin_bound hr
  have h5 : |π * r| ^ 5 = π ^ 5 * |r| ^ 5 := by
    rw [abs_mul, abs_of_pos hpi, mul_pow]
  have he : stepEnergy t r + 2 * t * r - π ^ 2 * t / 3 * r ^ 3
      = -(2 * t / π) * (Real.sin (π * r) - (π * r - (π * r) ^ 3 / 6)) := by
    rw [stepEnergy_eq]
    field_simp
    ring
  have hc : |-(2 * t / π)| = 2 * |t| / π := by
    rw [abs_neg, abs_div, abs_mul, abs_of_pos hpi, abs_two]
  rw [he, abs_mul, hc]
  calc 2 * |t| / π * |Real.sin (π * r) - (π * r - (π * r) ^ 3 / 6)|
      ≤ 2 * |t| / π * (|π * r| ^ 5 / 100) :=
        mul_le_mul_of_nonneg_left hb (by positivity)
    _ = π ^ 4 * |t| / 50 * |r| ^ 5 := by
        rw [h5]
        field_simp
        ring

/-- The cubic coefficient of the free-fermion step energy is `π²t/3`. -/
theorem stepEnergy_cubic_limit (t : ℝ) :
    Tendsto (fun r => (stepEnergy t r + 2 * t * r) / r ^ 3) (𝓝[≠] 0)
      (𝓝 (π ^ 2 * t / 3)) := by
  have hc : Continuous fun r : ℝ => π ^ 4 * |t| / 50 * (|r| * |r|) := by fun_prop
  have hd : Continuous fun r : ℝ => |π * r| := by fun_prop
  have h0 := (hc.tendsto 0).mono_left (nhdsWithin_le_nhds (s := {0}ᶜ))
  have h1 := (hd.tendsto 0).mono_left (nhdsWithin_le_nhds (s := {0}ᶜ))
  simp only [abs_zero, mul_zero] at h0 h1
  rw [tendsto_iff_norm_sub_tendsto_zero]
  refine squeeze_zero' (Eventually.of_forall fun _ => norm_nonneg _) ?_ h0
  filter_upwards [h1.eventually_lt_const one_pos, self_mem_nhdsWithin] with r hr hr0
  have hne : r ≠ 0 := hr0
  have he : (stepEnergy t r + 2 * t * r) / r ^ 3 - π ^ 2 * t / 3
      = (stepEnergy t r + 2 * t * r - π ^ 2 * t / 3 * r ^ 3) / r ^ 3 := by
    field_simp
  have h5 : π ^ 4 * |t| / 50 * (|r| * |r|) * |r ^ 3| = π ^ 4 * |t| / 50 * |r| ^ 5 := by
    rw [abs_pow]
    ring
  rw [Real.norm_eq_abs, he, abs_div, div_le_iff₀ (by positivity), h5]
  exact stepEnergy_cubic_bound t r hr.le

/-- For `B > 0`, `3B` times the squared step density is the excess of `|x|` over `β`, or zero if
there is none. -/
theorem stepDensity_sq (β x : ℝ) {B : ℝ} (hB : 0 < B) :
    3 * B * stepDensity β B x ^ 2 = max (|x| - β) 0 := by
  rw [stepDensity, Real.sq_sqrt (div_nonneg (le_max_right _ _) (by positivity))]
  field_simp

/-- The profile depth is `2B` times the cube of the local step density. -/
theorem facetProfile_eq (β x : ℝ) {B : ℝ} (hB : 0 < B) :
    facetProfile β B x = 2 * B * stepDensity β B x ^ 3 := by
  have hR : 0 < Real.sqrt (3 * B) := Real.sqrt_pos.mpr (by positivity)
  have hq : Real.sqrt (3 * B) ^ 2 = 3 * B := Real.sq_sqrt (by positivity)
  have hs : 0 ≤ stepDensity β B x := Real.sqrt_nonneg _
  have hm : (Real.sqrt (3 * B) * stepDensity β B x) ^ 2 = max (|x| - β) 0 := by
    rw [mul_pow, hq, stepDensity_sq β x hB]
  have hpow : ∀ w : ℝ, 0 ≤ w → (w ^ 2) ^ (3 / 2 : ℝ) = w ^ 3 := by
    intro w hw
    rw [← Real.rpow_natCast w 2, ← Real.rpow_mul hw, ← Real.rpow_natCast w 3]
    norm_num
  rw [facetProfile, ← hm, hpow _ (mul_nonneg hR.le hs), div_eq_iff hR.ne']
  linear_combination (2 / 3) * Real.sqrt (3 * B) * stepDensity β B x ^ 3 * hq

/-- A slope `p` falls short of the profile value by at least
`B (|p| - s)² (|p| + 2s)`, where `s` is the step density at `x`. -/
theorem legendre_gap (β x p : ℝ) {B : ℝ} (hB : 0 < B) :
    x * p - stepTension β B p
      + B * (|p| - stepDensity β B x) ^ 2 * (|p| + 2 * stepDensity β B x)
      ≤ facetProfile β B x := by
  have h1 : x * p ≤ |x| * |p| := by
    rw [← abs_mul]
    exact le_abs_self _
  have h2 : (|x| - β) * |p| ≤ max (|x| - β) 0 * |p| :=
    mul_le_mul_of_nonneg_right (le_max_left _ _) (abs_nonneg p)
  rw [← stepDensity_sq β x hB] at h2
  rw [facetProfile_eq β x hB, stepTension]
  nlinarith [h1, h2]

/-- The crystal profile is the Legendre transform of the surface tension: the largest
value of `xp - β|p| - B|p|³` over all slopes is `(2/3) max(|x| - β, 0)^(3/2) / √(3B)`. -/
theorem facetProfile_isGreatest (β x : ℝ) {B : ℝ} (hB : 0 < B) :
    IsGreatest (Set.range fun p => x * p - stepTension β B p) (facetProfile β B x) := by
  have hs : 0 ≤ stepDensity β B x := Real.sqrt_nonneg _
  constructor
  · refine ⟨equilibriumSlope β B x, ?_⟩
    have ha : |equilibriumSlope β B x| = stepDensity β B x := by
      unfold equilibriumSlope
      split_ifs
      · exact abs_of_nonneg hs
      · rw [abs_neg, abs_of_nonneg hs]
    have hx : x * equilibriumSlope β B x = |x| * stepDensity β B x := by
      unfold equilibriumSlope
      split_ifs with h
      · rw [abs_of_nonneg h]
      · rw [abs_of_neg (not_le.mp h)]
        ring
    -- on the facet the density vanishes, outside it `max (|x| - β) 0` equals `|x| - β`
    have hm : (|x| - β) * stepDensity β B x
        = 3 * B * stepDensity β B x ^ 2 * stepDensity β B x := by
      rw [stepDensity_sq β x hB]
      rcases le_total (|x| - β) 0 with h | h
      · have h0 : stepDensity β B x = 0 := by simp [stepDensity, max_eq_right h]
        rw [h0, mul_zero, mul_zero]
      · rw [max_eq_left h]
    change x * equilibriumSlope β B x - stepTension β B (equilibriumSlope β B x) = _
    rw [facetProfile_eq β x hB, stepTension, ha, hx]
    linear_combination hm
  · rintro _ ⟨p, rfl⟩
    have hg := legendre_gap β x p hB
    have hn : 0 ≤ B * (|p| - stepDensity β B x) ^ 2 * (|p| + 2 * stepDensity β B x) := by
      positivity
    change x * p - stepTension β B p ≤ _
    linarith

/-- For a nonnegative step cost, the slope that attains the profile value is unique. -/
theorem slope_unique {β B x p : ℝ} (hβ : 0 ≤ β) (hB : 0 < B)
    (h : x * p - stepTension β B p = facetProfile β B x) :
    p = equilibriumSlope β B x := by
  have hs : 0 ≤ stepDensity β B x := Real.sqrt_nonneg _
  have hg := legendre_gap β x p hB
  have hq : |p| = stepDensity β B x := by
    by_contra hne
    have h1 : 0 < (|p| - stepDensity β B x) ^ 2 :=
      sq_pos_of_ne_zero (sub_ne_zero.mpr hne)
    have h2 : 0 < |p| + 2 * stepDensity β B x := by
      by_contra hn
      exact hne (by linarith [abs_nonneg p, not_lt.mp hn])
    linarith [mul_pos (mul_pos hB h1) h2]
  rcases hs.eq_or_lt with h0 | hpos
  · have hp : p = 0 := abs_eq_zero.mp (hq.trans h0.symm)
    rw [equilibriumSlope, ← h0, hp]
    simp
  · -- a nonzero slope has the sign of `x`
    rw [facetProfile_eq β x hB, stepTension, hq] at h
    have hxp : 0 < x * p := by
      have h3 : 0 < β * stepDensity β B x + 3 * B * stepDensity β B x ^ 3 := by positivity
      linarith
    unfold equilibriumSlope
    split_ifs with hx
    · have hp : 0 < p := by
        by_contra hn
        nlinarith [mul_nonneg hx (neg_nonneg.mpr (not_lt.mp hn))]
      rw [← hq, abs_of_pos hp]
    · have hp : p < 0 := by
        by_contra hn
        nlinarith [mul_nonneg (neg_nonneg.mpr (not_le.mp hx).le) (not_lt.mp hn)]
      rw [← hq, abs_of_neg hp, neg_neg]

/-- If `B` is the cubic coefficient of the free-fermion step energy, the Legendre
transform is `(2/(3π)) max(|x| - β, 0)^(3/2) / √t`. -/
theorem freeFermion_profile (β x : ℝ) {t B : ℝ} (ht : 0 < t)
    (hB : Tendsto (fun r => (stepEnergy t r + 2 * t * r) / r ^ 3) (𝓝[≠] 0) (𝓝 B)) :
    IsGreatest (Set.range fun p => x * p - stepTension β B p)
      (2 / (3 * π) * (max (|x| - β) 0) ^ (3 / 2 : ℝ) / Real.sqrt t) := by
  have hpi := Real.pi_pos
  have hBt : B = π ^ 2 * t / 3 := tendsto_nhds_unique hB (stepEnergy_cubic_limit t)
  have hB0 : 0 < B := by
    rw [hBt]
    positivity
  have hr : Real.sqrt (3 * B) = π * Real.sqrt t := by
    rw [hBt, show 3 * (π ^ 2 * t / 3) = π ^ 2 * t by ring,
      Real.sqrt_mul (by positivity), Real.sqrt_sq hpi.le]
  have hv : facetProfile β B x
      = 2 / (3 * π) * (max (|x| - β) 0) ^ (3 / 2 : ℝ) / Real.sqrt t := by
    rw [facetProfile, hr]
    field_simp
  rw [← hv]
  exact facetProfile_isGreatest β x hB0

end

end FreeFermionSteps
```

```lean
#print axioms FreeFermionSteps.slope_unique
#print axioms FreeFermionSteps.freeFermion_profile
```

```
'FreeFermionSteps.slope_unique' depends on axioms: [propext, Classical.choice, Quot.sound]
'FreeFermionSteps.freeFermion_profile' depends on axioms: [propext, Classical.choice, Quot.sound]
```

## Energies, slopes and depths as Lean objects

`stepEnergy t r` is the band integral itself, and the sine formula is a theorem about it. It is defined for all real `r`, although only 0 ≤ r ≤ 1 describes a filling. The formula, the error bound and the limit hold for every real `t`. In `stepEnergy_cubic_limit`, the filter `𝓝[≠] 0` means that `r` approaches zero from both sides without being equal to it.

`stepTension β B p` is β|p| + B|p|³, measured from the flat facet. Using |p| as the step density sets the step height and the site spacing to one. `stepDensity` is s, `equilibriumSlope` is s with the sign of x, and `facetProfile` is the closed form for the depth below the facet plane. The position x is a scaled coordinate with the same units as β, and the depth is scaled in the same way.

`facetProfile_isGreatest` says that the closed form belongs to the set of values of xp − β|p| − B|p|³ and that no member of the set is larger. It is therefore the supremum, and some slope reaches it. The theorem needs B > 0 but puts no condition on the sign of β. `slope_unique` adds β ≥ 0, and some such condition is necessary: for β < 0 and x = 0, the slopes s and −s do equally well.

`freeFermion_profile` takes t > 0 and a number `B` that is assumed to be the limit of the energy quotient. This hypothesis ties the repulsion in the surface tension to the band energy, and the value π²t/3 is then derived.

## From the sine bound to the unique slope

`stepEnergy_eq` takes the constant out of the integral and applies `integral_cos`. `stepEnergy_cubic_bound` rewrites the remainder as a multiple of the remainder of the sine and uses Mathlib's `Real.sin_bound`, which supplies the constant 1/100. `stepEnergy_cubic_limit` divides by r³ and squeezes the error between zero and a multiple of r², on the punctured neighbourhood where |πr| < 1.

`stepDensity_sq` is the relation 3Bs² = m. `facetProfile_eq` turns the power 3/2 into a cube by writing m as the square of √(3B)·s, which gives 2Bs³. From there on the argument is polynomial algebra. In `legendre_gap`, the hypotheses `h1` and `h2` are the two inequalities for xp and (|x| − β)|p|, and `nlinarith` combines them with the factored cubic.

The proof of `facetProfile_isGreatest` has two halves. The first inserts `equilibriumSlope` and checks its value, with separate cases on and off the facet. The second drops the nonnegative shortfall from `legendre_gap`. `slope_unique` uses the same shortfall to force |p| = s, then fixes the sign from xp > 0. Finally, `freeFermion_profile` identifies `B` by the uniqueness of limits and simplifies the square root.

## A truncated energy and a single slope direction

The maximisation uses the cubic surface tension at all slopes, whereas the free-fermion energy is a sine. `freeFermion_profile` takes only the cubic coefficient from the band, so it gives the profile of the truncated model. The theorems do not bound the difference between that profile and the one obtained from the full sine. A code that needs the shape far from the facet edge, where steps are dense, should maximise with the full energy, and only over slopes with |p| ≤ 1, because larger values do not describe a filling.

The linear term −2tr is removed before B is read off, and β enters as an independent number. If a bare step cost ε is added to the band energy, the linear coefficient of the total is ε − 2t, and this is the value to supply as β. The profile has a facet only if this value is positive.

The slope is a single real number, so the result describes a cross-section of a surface whose steps run in one average direction. That free fermions represent the steps is the physical assumption behind `stepEnergy`; the file does not derive it from a microscopic surface model. Elastic or other interactions between steps are absent from the band integral. If they only change the cubic coefficient, `facetProfile_isGreatest` still applies with the new positive B, whereas the formula containing √t does not.

All statements concern exact real numbers. Rounding, grid spacing and statistical noise in fitted values of β and B have to be estimated separately.
